# A hard sphere of radius 2/Z leaves the cusp ratio of a one-electron atom at −Z and more than doubles its contact density

## Radial states and their density at the nucleus

Atomic units are used throughout. A nucleus of charge \(Z>0\) is fixed at the origin, \(r\) is the distance of the single electron from it, and all states are real and spherically symmetric. Two unnormalised radial functions are compared:

\[
f_{\mathrm c}(r)=\Bigl(1-\frac{Zr}{2}\Bigr)e^{-Zr/2},\qquad f_{\mathrm f}(r)=e^{-Zr}.
\]

The first is the ground state of an atom in a hard sphere of radius \(2/Z\), with the nucleus at its centre; the second is the ground state of the free atom. Both equal 1 at the nucleus.

The cusp ratio of a function \(f\) is \(f'(0)/f(0)\), its logarithmic slope at the nucleus. The contact density is the probability density there after normalisation. If the electron may occupy the radial domain \(S\),

\[
\rho_S(f)=\frac{f(0)^2}{4\pi\int_S r^2f(r)^2\,dr}.
\]

The domain is \((0,2/Z)\) for the confined atom and \((0,\infty)\) for the free one.

## The confined state

For a spherical state of energy \(E\), the Schrödinger equation reads

\[
-\frac12\Bigl(f''+\frac{2f'}{r}\Bigr)-\frac{Z}{r}f=Ef .
\]

For \(f_{\mathrm c}\) the derivatives are

\[
f_{\mathrm c}'=\Bigl(-Z+\frac{Z^2r}{4}\Bigr)e^{-Zr/2},\qquad
f_{\mathrm c}''=\Bigl(\frac{3Z^2}{4}-\frac{Z^3r}{8}\Bigr)e^{-Zr/2}.
\]

On substitution the \(1/r\) terms cancel, and the left side becomes \(-\tfrac{Z^2}{8}f_{\mathrm c}\). The function is positive inside the sphere and vanishes at the wall, so it is the confined ground state, with energy \(-Z^2/8\). For hydrogen the radius is 2 and the energy \(-1/8\). This substitution is done by hand only; the Lean file takes \(f_{\mathrm c}\) as a given function.

## The cusp ratio at any energy

Multiplying the radial equation by \(-2r^2\) and rearranging gives

\[
(r^2f')'=r^2f''+2rf'=-2r(Z+Er)f .
\]

Suppose that \(f\) is continuous at the nucleus and that \(r^2f'\to0\) there. Then \(f'=r^2f'/r^2\) is a quotient of two functions that tend to zero, and L'Hôpital's rule gives

\[
\lim_{r\to0^+}f'(r)=\lim_{r\to0^+}\frac{-2r(Z+Er)f(r)}{2r}=-Zf(0).
\]

By the mean value theorem, \((f(r)-f(0))/r\) equals \(f'\) at some point between 0 and \(r\), so it has the same limit. This is Kato's cusp condition for a spherical one-electron state. The energy has dropped out, and no boundary condition at finite radius was used. A wall can change \(E\), but not this relation.

## The contact densities

With \(x=Zr\), the norm integral of the confined state is

\[
\int_0^{2/Z}r^2f_{\mathrm c}^2\,dr=\frac1{Z^3}\int_0^2\Bigl(x^2-x^3+\frac{x^4}{4}\Bigr)e^{-x}dx .
\]

An antiderivative of the integrand on the right is

\[
-e^{-x}\Bigl(\frac{x^4}{4}+x^2+2x+2\Bigr).
\]

The bracket is 14 at \(x=2\) and 2 at \(x=0\), so the norm integral is \((2-14e^{-2})/Z^3\). For the free atom,

\[
\int_0^\infty r^2e^{-2Zr}dr=\frac{2}{(2Z)^3}=\frac1{4Z^3},
\]

and its contact density is \(Z^3/\pi\). The ratio of confined to free contact density is therefore

\[
\frac{1/4}{2-14e^{-2}}=\frac1{8-56e^{-2}}\approx2.374 .
\]

The cusp condition thus fixes the logarithmic slope of a wavefunction at the nucleus but not its amplitude, as this non-relativistic one-electron model shows. The amplitude matters for quantities such as the Fermi contact interaction, which is proportional to the density (for many electrons, the spin density) at the nucleus.

## Outward integration on a radial grid

A shooting calculation for a confined atom can use the two results at different stages. The radial equation is singular at \(r=0\), so the integration starts at a small radius \(r_0>0\). With \(f(0)=1\), the starting values to leading order are \(f(r_0)\approx1-Zr_0\) and \(f'(r_0)\approx-Z\), whatever the trial energy, and the equation is integrated outward from there. The energy is adjusted until \(f\) first vanishes at the wall. For \(Z=1\) and a wall at \(r=2\) this happens at \(E=-1/8\). Only then is the norm integral evaluated: it is about 0.1053, which gives a contact density of about 0.756, against 0.318 for the free atom. The starting slope was the same in both cases; the difference enters through the normalisation.

## The statements in Lean

`confinedState Z` and `freeState Z` are \(f_{\mathrm c}\) and \(f_{\mathrm f}\), and `contactDensity S f` is \(\rho_S(f)\). The formula for `confinedState` is defined for every real `r`; the wall enters through the domain `Ioo 0 (2 / Z)`, the open interval from 0 to \(2/Z\).

`SolvesRadialEquation Z E R f f' f''` says that `f'` and `f''` are the first and second derivatives of `f` for \(0<r<R\), and that the radial equation holds there. The theorem `kato_cusp` adds two hypotheses at the nucleus. `hf` says that `f` tends to `f 0` from the right. `hflux` says that \(r^2f'\to0\), so that there is no \(1/r\) part, whose Laplacian would put a delta function at the nucleus. Continuity already excludes such a part, so `hflux` is a convenience and does not narrow the physics. The conclusion is that the one-sided derivative at 0 is \(-Zf(0)\).

The main theorem, `same_cusp_enhanced_contact`, has four parts for every \(Z>0\): both cusp ratios are \(-Z\), the confined contact density is \(1/(8-56e^{-2})\) times the free one, and it is more than twice the free one. Here `deriv` is the two-sided derivative of the formulas continued to negative \(r\), which agrees with the physical slope from the right. The sphere has this one radius for each \(Z\), its wall is impenetrable, and the nucleus sits at its centre.

```lean
import Mathlib

open Set Filter Topology MeasureTheory

namespace ConfinedHydrogenContact

noncomputable section

/-- The radial function `(1 - Zr/2) exp(-Zr/2)`, used for an atom of nuclear charge `Z`
in a hard sphere of radius `2/Z`. -/
def confinedState (Z r : ℝ) : ℝ := (1 - Z * r / 2) * Real.exp (-(Z * r / 2))

/-- The radial function `exp(-Zr)` of the free one-electron atom. -/
def freeState (Z r : ℝ) : ℝ := Real.exp (-(Z * r))

/-- The normalised density at the nucleus of a spherical state `f` living on the radial
domain `S`, for `r² f²` integrable on `S` with non-zero integral. -/
def contactDensity (S : Set ℝ) (f : ℝ → ℝ) : ℝ :=
  f 0 ^ 2 / (4 * Real.pi * ∫ r in S, r ^ 2 * f r ^ 2)

/-- The s-wave Schrödinger equation with nuclear charge `Z` and energy `E` (atomic units)
for `0 < r < R`, where `f'` and `f''` are the first and second derivatives of `f`. -/
def SolvesRadialEquation (Z E R : ℝ) (f f' f'' : ℝ → ℝ) : Prop :=
  ∀ r ∈ Ioo 0 R, HasDerivAt f (f' r) r ∧ HasDerivAt f' (f'' r) r ∧
    -(f'' r + 2 * f' r / r) / 2 - Z * f r / r = E * f r

/-- The one-electron, s-wave case of Kato's cusp condition, at any energy: a solution near the
nucleus that is continuous there, with `r² f'` tending to zero, has one-sided slope `-Z f(0)`. -/
theorem kato_cusp {Z E R : ℝ} (hR : 0 < R) {f f' f'' : ℝ → ℝ}
    (h : SolvesRadialEquation Z E R f f' f'')
    (hf : ContinuousWithinAt f (Ioi 0) 0)
    (hflux : Tendsto (fun r => r ^ 2 * f' r) (𝓝[>] 0) (𝓝 0)) :
    HasDerivWithinAt f (-Z * f 0) (Ici 0) 0 := by
  have hnear : Ioo 0 R ∈ 𝓝[>] (0 : ℝ) := Ioo_mem_nhdsGT hR
  have hr : Tendsto (fun r : ℝ => r) (𝓝[>] 0) (𝓝 0) :=
    tendsto_id.mono_left nhdsWithin_le_nhds
  have hf0 : Tendsto f (𝓝[>] 0) (𝓝 (f 0)) := hf
  -- the radial equation in flux form
  have hF : ∀ᶠ r in 𝓝[>] (0 : ℝ),
      HasDerivAt (fun r => r ^ 2 * f' r) (-2 * r * (Z + E * r) * f r) r := by
    filter_upwards [hnear] with r hrR
    obtain ⟨-, h2, heq⟩ := h r hrR
    have hr0 : r ≠ 0 := hrR.1.ne'
    refine ((hasDerivAt_pow 2 r).fun_mul h2).congr_deriv ?_
    have e : r ^ 2 * f'' r + 2 * r * f' r =
        -2 * r ^ 2 * (-(f'' r + 2 * f' r / r) / 2 - Z * f r / r) - 2 * Z * r * f r := by
      field_simp
      ring
    rw [heq] at e
    push_cast
    linear_combination e
  have hG : ∀ᶠ r in 𝓝[>] (0 : ℝ), HasDerivAt (fun r : ℝ => r ^ 2) (2 * r) r :=
    Eventually.of_forall fun r => by simpa using hasDerivAt_pow 2 r
  have hG0 : ∀ᶠ r in 𝓝[>] (0 : ℝ), 2 * r ≠ 0 := by
    filter_upwards [hnear] with r hrR
    exact mul_ne_zero two_ne_zero hrR.1.ne'
  have hsq : Tendsto (fun r : ℝ => r ^ 2) (𝓝[>] 0) (𝓝 0) := by
    simpa using hr.pow 2
  have hlim : Tendsto (fun r => -(Z + E * r) * f r) (𝓝[>] 0) (𝓝 (-Z * f 0)) := by
    simpa using ((hr.const_mul E).const_add Z).neg.mul hf0
  have hdiv : Tendsto (fun r => -2 * r * (Z + E * r) * f r / (2 * r))
      (𝓝[>] 0) (𝓝 (-Z * f 0)) := by
    refine hlim.congr' ?_
    filter_upwards [hG0] with r h0
    rw [eq_div_iff h0]
    ring
  -- L'Hôpital's rule gives the limit of the slope
  have hL := HasDerivAt.lhopital_zero_nhdsGT hF hG hG0 hflux hsq hdiv
  refine hasDerivWithinAt_Ici_of_tendsto_deriv (s := Ioo 0 R)
    (fun r hrR => (h r hrR).1.differentiableAt.differentiableWithinAt)
    (hf.mono Ioo_subset_Ioi_self) hnear (hL.congr' ?_)
  filter_upwards [hnear] with r hrR
  rw [(h r hrR).1.deriv, mul_div_cancel_left₀ _ (pow_ne_zero 2 hrR.1.ne')]

/-- The free state has logarithmic slope `-Z` at every distance from the nucleus. -/
theorem freeState_hasDerivAt (Z r : ℝ) :
    HasDerivAt (freeState Z) (-Z * freeState Z r) r := by
  have hx : HasDerivAt (fun r : ℝ => Z * r) Z r := by
    simpa using (hasDerivAt_id' r).const_mul Z
  exact hx.fun_neg.exp.congr_deriv (by unfold freeState; ring)

/-- The free state, with energy `-Z²/2`, meets all the hypotheses of the cusp condition. -/
theorem kato_cusp_witness (Z R : ℝ) :
    SolvesRadialEquation Z (-Z ^ 2 / 2) R (freeState Z)
      (fun r => -Z * freeState Z r) (fun r => Z ^ 2 * freeState Z r) ∧
    ContinuousWithinAt (freeState Z) (Ioi 0) 0 ∧
    Tendsto (fun r => r ^ 2 * (-Z * freeState Z r)) (𝓝[>] 0) (𝓝 0) := by
  refine ⟨fun r hr => ⟨freeState_hasDerivAt Z r, ?_, ?_⟩,
    (freeState_hasDerivAt Z 0).continuousAt.continuousWithinAt, ?_⟩
  · exact ((freeState_hasDerivAt Z r).const_mul (-Z)).congr_deriv (by ring)
  · have hr0 : r ≠ 0 := hr.1.ne'
    field_simp
    ring
  · have hc : Continuous (fun r => r ^ 2 * (-Z * freeState Z r)) := by
      unfold freeState
      fun_prop
    simpa using (hc.tendsto 0).mono_left nhdsWithin_le_nhds

/-- The radial norm integral of the confined state over its sphere is
`(2 - 14 exp(-2)) / Z³`, for `Z > 0`. -/
theorem confined_norm {Z : ℝ} (hZ : 0 < Z) :
    ∫ r in Ioo 0 (2 / Z), r ^ 2 * confinedState Z r ^ 2 =
      (2 - 14 * Real.exp (-2)) / Z ^ 3 := by
  -- an explicit antiderivative
  have hd : ∀ r : ℝ, HasDerivAt (fun r => -(Real.exp (-(Z * r)) *
      ((Z * r) ^ 4 / 4 + (Z * r) ^ 2 + 2 * (Z * r) + 2)) / Z ^ 3)
      (r ^ 2 * confinedState Z r ^ 2) r := by
    intro r
    have hx : HasDerivAt (fun r : ℝ => Z * r) Z r := by
      simpa using (hasDerivAt_id' r).const_mul Z
    have hp : HasDerivAt (fun r : ℝ => (Z * r) ^ 4 / 4 + (Z * r) ^ 2 + 2 * (Z * r) + 2)
        ((Z * r) ^ 3 * Z + 2 * (Z * r) * Z + 2 * Z) r := by
      refine (((((hx.fun_pow 4).div_const 4).fun_add (hx.fun_pow 2)).fun_add
        (hx.const_mul 2)).add_const 2).congr_deriv ?_
      push_cast
      ring
    refine ((hx.fun_neg.exp.fun_mul hp).fun_neg.div_const (Z ^ 3)).congr_deriv ?_
    have hsq : Real.exp (-(Z * r)) = Real.exp (-(Z * r / 2)) ^ 2 := by
      rw [← Real.exp_nat_mul]
      congr 1
      push_cast
      ring
    rw [hsq]
    unfold confinedState
    generalize Real.exp (-(Z * r / 2)) = e
    field_simp
    ring
  have hc : Continuous (fun r => r ^ 2 * confinedState Z r ^ 2) := by
    unfold confinedState
    fun_prop
  have h2 : Z * (2 / Z) = 2 := by field_simp
  rw [← integral_Ioc_eq_integral_Ioo, ← intervalIntegral.integral_of_le (by positivity),
    intervalIntegral.integral_eq_sub_of_hasDerivAt (fun r _ => hd r)
      (hc.intervalIntegrable _ _)]
  simp only [h2, mul_zero, neg_zero, Real.exp_zero]
  ring

/-- The contact density of the free atom is `Z³/π`, for `Z > 0`. -/
theorem free_contactDensity {Z : ℝ} (hZ : 0 < Z) :
    contactDensity (Ioi 0) (freeState Z) = Z ^ 3 / Real.pi := by
  have hG : Real.Gamma 3 = 2 := by
    rw [show (3 : ℝ) = ((2 : ℕ) : ℝ) + 1 by norm_num, Real.Gamma_nat_eq_factorial]
    norm_num [Nat.factorial]
  have h3 : (1 / (2 * Z)) ^ (3 : ℝ) = (1 / (2 * Z)) ^ 3 := by
    exact_mod_cast Real.rpow_natCast (1 / (2 * Z)) 3
  have hI : ∫ r in Ioi 0, r ^ 2 * freeState Z r ^ 2 = (1 / (2 * Z)) ^ 3 * 2 := by
    have key := Real.integral_rpow_mul_exp_neg_mul_Ioi
      (show (0 : ℝ) < 3 by norm_num) (show 0 < 2 * Z by positivity)
    rw [h3, hG] at key
    rw [← key]
    refine setIntegral_congr_fun measurableSet_Ioi fun r _ => ?_
    have he : freeState Z r ^ 2 = Real.exp (-(2 * Z * r)) := by
      unfold freeState
      rw [← Real.exp_nat_mul]
      congr 1
      push_cast
      ring
    simp only [he]
    rw [show (3 : ℝ) - 1 = 2 by norm_num, Real.rpow_two]
  have h0 : freeState Z 0 = 1 := by simp [freeState]
  have hpi := Real.pi_ne_zero
  rw [contactDensity, hI, h0]
  field_simp
  norm_num

/-- The enhancement factor `1/(8 - 56 exp(-2))` lies between 2.37 and 2.38. -/
theorem enhancement_bounds :
    2.37 < 1 / (8 - 56 * Real.exp (-2)) ∧ 1 / (8 - 56 * Real.exp (-2)) < 2.38 := by
  have h1 := Real.exp_one_gt_d9
  have h2 := Real.exp_one_lt_d9
  have hy := Real.exp_pos (-2)
  have hm : Real.exp (-2) * Real.exp 1 ^ 2 = 1 := by
    rw [← Real.exp_nat_mul, ← Real.exp_add]
    norm_num
  have hl : 7.389 < Real.exp 1 ^ 2 := by nlinarith
  have hu : Real.exp 1 ^ 2 < 7.3891 := by nlinarith
  have hyl : 0.13533 < Real.exp (-2) := by nlinarith
  have hyu : Real.exp (-2) < 0.13534 := by nlinarith
  have hd : 0 < 8 - 56 * Real.exp (-2) := by linarith
  constructor
  · rw [lt_div_iff₀ hd]
    linarith
  · rw [div_lt_iff₀ hd]
    linarith

/-- For `Z > 0` the confined and free states have the same cusp ratio `-Z`, while the contact
density of the confined state is `1/(8 - 56 exp(-2))` times the free value, more than double. -/
theorem same_cusp_enhanced_contact {Z : ℝ} (hZ : 0 < Z) :
    deriv (confinedState Z) 0 / confinedState Z 0 = -Z ∧
    deriv (freeState Z) 0 / freeState Z 0 = -Z ∧
    contactDensity (Ioo 0 (2 / Z)) (confinedState Z) =
      1 / (8 - 56 * Real.exp (-2)) * contactDensity (Ioi 0) (freeState Z) ∧
    2 * contactDensity (Ioi 0) (freeState Z) <
      contactDensity (Ioo 0 (2 / Z)) (confinedState Z) := by
  have hc0 : confinedState Z 0 = 1 := by simp [confinedState]
  have hf0 : freeState Z 0 = 1 := by simp [freeState]
  have hpi := Real.pi_pos
  have hb := enhancement_bounds.1
  have hcusp : HasDerivAt (confinedState Z) (-Z) 0 := by
    have hx : HasDerivAt (fun r : ℝ => Z * r / 2) (Z / 2) 0 := by
      simpa using ((hasDerivAt_id' (0 : ℝ)).const_mul Z).div_const 2
    refine ((hx.const_sub 1).fun_mul hx.fun_neg.exp).congr_deriv ?_
    simp only [mul_zero, zero_div, neg_zero, Real.exp_zero]
    ring
  have hratio : contactDensity (Ioo 0 (2 / Z)) (confinedState Z) =
      1 / (8 - 56 * Real.exp (-2)) * contactDensity (Ioi 0) (freeState Z) := by
    have hd : 2 - 14 * Real.exp (-2) ≠ 0 := by
      intro h0
      rw [show 8 - 56 * Real.exp (-2) = 4 * (2 - 14 * Real.exp (-2)) by ring, h0] at hb
      norm_num at hb
    rw [free_contactDensity hZ, contactDensity, confined_norm hZ, hc0,
      show 8 - 56 * Real.exp (-2) = 4 * (2 - 14 * Real.exp (-2)) by ring]
    generalize 2 - 14 * Real.exp (-2) = d at hd ⊢
    field_simp
  refine ⟨by rw [hcusp.deriv, hc0, div_one], ?_, hratio, ?_⟩
  · rw [(freeState_hasDerivAt Z 0).deriv, hf0, mul_one, div_one]
  · -- the enhancement factor exceeds two
    rw [hratio, free_contactDensity hZ]
    have hpos : 0 < Z ^ 3 / Real.pi := by positivity
    exact mul_lt_mul_of_pos_right (by linarith) hpos

end

end ConfinedHydrogenContact
```

```lean
#print axioms ConfinedHydrogenContact.kato_cusp
#print axioms ConfinedHydrogenContact.same_cusp_enhanced_contact
```

```
'ConfinedHydrogenContact.kato_cusp' depends on axioms: [propext, Classical.choice, Quot.sound]
'ConfinedHydrogenContact.same_cusp_enhanced_contact' depends on axioms: [propext, Classical.choice, Quot.sound]
```

## From the radial equation to the slope

In `kato_cusp`, `hF` is the flux form of the radial equation. The product rule differentiates \(r^2f'\), and the identity `e` isolates the left side of the Schrödinger equation so that `rw [heq] at e` can replace it by \(Ef\). `hlim` is the limit of \(-(Z+Er)f\), and `hdiv` transfers it to the quotient of derivatives. L'Hôpital's rule then yields `hL`, the limit of \(r^2f'/r^2\). The last step cancels \(r^2\) and applies `hasDerivWithinAt_Ici_of_tendsto_deriv`, which does the work of the mean value argument.

`freeState_hasDerivAt` differentiates the exponential. `kato_cusp_witness` uses it to show that the free state, with energy \(-Z^2/2\), satisfies the radial equation and both conditions at the nucleus.

## From the integrals to the enhancement

In `confined_norm`, `hd` verifies the antiderivative. It writes \(e^{-Zr}\) as the square of \(e^{-Zr/2}\) and treats that exponential as a single symbol, which leaves a polynomial identity. The fundamental theorem of calculus then supplies the values at the two ends.

`free_contactDensity` obtains its integral from Mathlib's Gamma integral, with \(\Gamma(3)=2\), and then inserts \(f_{\mathrm f}(0)=1\).

`enhancement_bounds` starts from decimal bounds on \(e\), squares them, and uses \(e^{-2}e^2=1\) to enclose \(e^{-2}\) between 0.13533 and 0.13534. This makes the denominator \(8-56e^{-2}\) positive and places the factor between 2.37 and 2.38.

The main theorem differentiates the two functions directly for the cusp ratios, without calling `kato_cusp`. For `hratio` it inserts the confined norm integral and the free contact density, and writes \(8-56e^{-2}=4(2-14e^{-2})\). The division needs \(2-14e^{-2}\ne0\); since Lean sets \(1/0=0\), a zero there would contradict the lower bound 2.37. That bound also gives the last part, after multiplication by the positive number \(Z^3/\pi\).
